# The thermally averaged diagonal Franck-Condon overlap of one displaced phonon mode is exp(−g²(N + 1/2))

## One phonon already lowers the overlap

Take a harmonic phonon mode with annihilation operator a and number states |n⟩. When an electron arrives, the equilibrium position of the mode shifts by 2g times its root-mean-square zero-point displacement, with g real and dimensionless, while its frequency stays the same. The amplitude for the mode to keep its phonon number n through the shift is

⟨n| exp(g(a† − a)) |n⟩ = e^(−g²/2) ⟨n| e^(g a†) e^(−g a) |n⟩,

where the prefactor comes from moving all a† to the left, using [a, a†] = 1.

For n = 0 the operator a gives zero, and the overlap is e^(−g²/2). For n = 1 the exponential series stops after one lowering:

e^(−g a)|1⟩ = |1⟩ − g|0⟩ and e^(g a)|1⟩ = |1⟩ + g|0⟩.

Their inner product is 1 − g², so the overlap is e^(−g²/2)(1 − g²), which is below the n = 0 value whenever g ≠ 0. This comparison includes the sign: for g² > 2 the n = 1 overlap is negative and larger in magnitude than the n = 0 one. For general n, the factor 1 − g² becomes the Laguerre polynomial Lₙ(g²). Averaged over a thermal distribution of n, the overlap is exp(−g²(N + 1/2)), with N the Bose occupation.

```lean
import Mathlib

open Finset
open scoped Nat

namespace SmallPolaronBandNarrowing

noncomputable section
```

## Ladder operator, overlap and thermal weights

A state is represented by its amplitudes ψ(m) over the phonon number m. These are complex in general; real ones suffice here, because g and the amplitudes of the number states are real. The annihilation operator acts by

(aψ)(m) = √(m+1) ψ(m+1).

```lean
/-- The phonon annihilation operator acting on the amplitudes of a state in the number basis. -/
def lower (ψ : ℕ → ℝ) : ℕ → ℝ := fun m => Real.sqrt ((m : ℝ) + 1) * ψ (m + 1)
```

The number state |n⟩ has amplitude 1 at m = n and 0 elsewhere, so it is normalised.

```lean
/-- The state with exactly `n` phonons. -/
def numberState (n : ℕ) : ℕ → ℝ := fun m => if m = n then 1 else 0
```

Since a^k|n⟩ = 0 for k > n, the exponential of g a on |n⟩ is a finite sum:

e^(g a)|n⟩ = Σ_{k=0..n} (g^k/k!) a^k|n⟩.

```lean
/-- The amplitudes of `exp (g a)` applied to the `n`-phonon state; the exponential series
stops after `n` lowerings. -/
def expLower (g : ℝ) (n : ℕ) : ℕ → ℝ := fun m =>
  ∑ k ∈ range (n + 1), g ^ k / (k ! : ℝ) * (lower^[k] (numberState n)) m
```

In the overlap, ⟨n| e^(g a†) is the adjoint of e^(g a)|n⟩. What remains is the inner product of two finite vectors, supported on m = 0, …, n. The normal-ordered form is taken as the definition.

```lean
/-- The diagonal Franck-Condon overlap `⟨n| exp(-g²/2) exp(g a†) exp(-g a) |n⟩` of a mode
displaced by `g`. -/
def diagonalOverlap (g : ℝ) (n : ℕ) : ℝ :=
  Real.exp (-g ^ 2 / 2) * ∑ m ∈ range (n + 1), expLower g n m * expLower (-g) n m
```

An alternative is to build the unitary operator exp(g(a† − a)) on the Hilbert space of square-summable sequences. Normal ordering would then be a theorem, and unitarity would bound each overlap by 1 in magnitude; the price is handling an unbounded generator and its domain.

The Laguerre polynomial is used in its explicit form, with C(n,k) the binomial coefficient:

Lₙ(S) = Σ_{k=0..n} C(n,k) (−S)^k/k!.

```lean
/-- The Laguerre polynomial `L_n(S)`. -/
def laguerre (n : ℕ) (S : ℝ) : ℝ :=
  ∑ k ∈ range (n + 1), (n.choose k : ℝ) * ((-S) ^ k / (k ! : ℝ))
```

Let q = e^(−βω) be the Boltzmann factor of one phonon of energy ω at inverse temperature β. The probability of n phonons is

pₙ = (1 − q) qⁿ.

The condition 0 ≤ q < 1 stands for a positive phonon energy and a finite temperature, with q = 0 as the zero-temperature limit.

```lean
/-- The thermal probability of `n` phonons when `q` is the Boltzmann factor of one phonon. -/
def thermalWeight (q : ℝ) (n : ℕ) : ℝ := (1 - q) * q ^ n
```

The mean phonon number in this distribution is the Bose occupation

N = q/(1 − q) = 1/(e^(βω) − 1).

The code defines it by the first expression.

```lean
/-- The Bose occupation in terms of the Boltzmann factor `q` of one phonon. -/
def bose (q : ℝ) : ℝ := q / (1 - q)
```

## From repeated lowering to the Laguerre polynomial

Each lowering contributes the square root of the current phonon number, so for k ≤ n

a^k|n⟩ = √(n(n−1)⋯(n−k+1)) |n−k⟩.

The Lean statement gives every component m at once. The condition `m + k = n` selects the surviving one, and for k > n no m satisfies it. The proof is by induction on k: the new factor √(m+1) equals √(n−k), which extends the falling factorial by one term.

```lean
/-- For `k ≤ n`, lowering the `n`-phonon state `k` times leaves `n - k` phonons, with amplitude `√(n
(n-1) ⋯ (n-k+1))`; for `k > n` the result is zero. -/
theorem lower_iterate (n k m : ℕ) : (lower^[k] (numberState n)) m =
    if m + k = n then Real.sqrt (n.descFactorial k : ℝ) else 0 := by
  induction k generalizing m with
  | zero => simp [numberState]
  | succ k ih =>
    rw [Function.iterate_succ_apply']
    change Real.sqrt ((m : ℝ) + 1) * (lower^[k] (numberState n)) (m + 1) = _
    rw [ih]
    by_cases h : m + (k + 1) = n
    · have h' : m + 1 + k = n := by omega
      have hs : n - k = m + 1 := by omega
      have hm : (0 : ℝ) ≤ (m : ℝ) + 1 := by positivity
      rw [if_pos h', if_pos h, ← Real.sqrt_mul hm, Nat.descFactorial_succ, hs]
      simp only [Nat.cast_mul, Nat.cast_add, Nat.cast_one]
    · have h' : ¬ (m + 1 + k = n) := by omega
      rw [if_neg h', if_neg h, mul_zero]
```

In e^(g a)|n⟩, only the k-th term of the series reaches the component with n − k phonons:

⟨n−k| e^(g a) |n⟩ = (g^k/k!) √(n!/(n−k)!).

`Finset.sum_eq_single` discards all the other terms.

```lean
/-- The component of `exp (g a) |n⟩` with `k` phonons removed. -/
theorem expLower_apply (g : ℝ) {n k : ℕ} (hk : k ≤ n) :
    expLower g n (n - k) = g ^ k / (k ! : ℝ) * Real.sqrt (n.descFactorial k : ℝ) := by
  unfold expLower
  rw [Finset.sum_eq_single k]
  · have h : n - k + k = n := by omega
    rw [lower_iterate, if_pos h]
  · intro b _ hb
    have h : ¬ (n - k + b = n) := by omega
    rw [lower_iterate, if_neg h, mul_zero]
  · intro h
    exact absurd (Finset.mem_range.mpr (by omega)) h
```

Multiplying the components for g and −g and summing over k gives

Σ_k g^k(−g)^k/(k!)² · n!/(n−k)! = Σ_k C(n,k) (−g²)^k/k! = Lₙ(g²),

because n!/(n−k)! = k! C(n,k). The proof follows the same route. `Finset.sum_flip` replaces the sum over remaining phonons by one over removed phonons, and `hd` turns the product of two equal square roots into k! C(n,k). The argument S = g² is the Huang-Rhys factor of the mode.

```lean
/-- The diagonal Franck-Condon overlap is a Gaussian factor times a Laguerre polynomial in
the Huang-Rhys factor `g²`. -/
theorem diagonalOverlap_eq (g : ℝ) (n : ℕ) :
    diagonalOverlap g n = Real.exp (-g ^ 2 / 2) * laguerre n (g ^ 2) := by
  unfold diagonalOverlap laguerre
  congr 1
  -- count removed phonons instead of remaining ones
  refine (Finset.sum_flip (fun m => expLower g n m * expLower (-g) n m)).symm.trans ?_
  refine Finset.sum_congr rfl fun k hk => ?_
  have hkn : k ≤ n := by
    have := Finset.mem_range.mp hk
    omega
  change expLower g n (n - k) * expLower (-g) n (n - k) = _
  rw [expLower_apply g hkn, expLower_apply (-g) hkn]
  have hd : Real.sqrt (n.descFactorial k : ℝ) * Real.sqrt (n.descFactorial k : ℝ)
      = (k ! : ℝ) * (n.choose k : ℝ) := by
    rw [Real.mul_self_sqrt (Nat.cast_nonneg _), Nat.descFactorial_eq_factorial_mul_choose,
      Nat.cast_mul]
  have hp : (-g ^ 2) ^ k = g ^ k * (-g) ^ k := by
    rw [← mul_pow]
    congr 1
    ring
  have hf : (k ! : ℝ) ≠ 0 := Nat.cast_ne_zero.mpr (Nat.factorial_ne_zero k)
  rw [hp]
  calc _ = g ^ k * (-g) ^ k / ((k ! : ℝ) * (k ! : ℝ)) *
        (Real.sqrt (n.descFactorial k : ℝ) * Real.sqrt (n.descFactorial k : ℝ)) := by ring
    _ = _ := by
      rw [hd]
      generalize (-g) ^ k = y
      field_simp
```

## Summing over the phonon number

For fixed k, the terms with n < k vanish. Setting n = j + k,

Σₙ C(n,k) qⁿ = q^k Σⱼ C(j+k,k) q^j = q^k/(1 − q)^(k+1).

The last equality follows from differentiating the geometric series k times and dividing by k!. Mathlib supplies that series; the proof multiplies it by q^k and restores the k vanishing terms at the start.

```lean
/-- For `0 ≤ q < 1`, the sum of `C(n,k) q^n` over all `n` is `q^k / (1 - q)^(k+1)`. -/
theorem hasSum_choose {q : ℝ} (h0 : 0 ≤ q) (h1 : q < 1) (k : ℕ) :
    HasSum (fun n : ℕ => (n.choose k : ℝ) * q ^ n) (q ^ k / (1 - q) ^ (k + 1)) := by
  have hq : ‖q‖ < 1 := by rwa [Real.norm_eq_abs, abs_of_nonneg h0]
  have h := (hasSum_choose_mul_geometric_of_norm_lt_one k hq).mul_left (q ^ k)
  have hz : ∑ i ∈ range k, (i.choose k : ℝ) * q ^ i = 0 :=
    Finset.sum_eq_zero fun i hi => by
      rw [Nat.choose_eq_zero_of_lt (Finset.mem_range.mp hi), Nat.cast_zero, zero_mul]
  refine (hasSum_nat_add_iff' k).mp ?_
  simp only [hz, sub_zero]
  convert h using 1
  · rfl
  · funext n
    ring
  · ring
```

Now insert the definition of Lₙ and sum over n first:

Σₙ qⁿ Lₙ(S) = Σ_k ((−S)^k/k!) q^k/(1 − q)^(k+1)

and therefore

Σₙ qⁿ Lₙ(S) = (1/(1 − q)) Σ_k (−Sq/(1 − q))^k/k! = exp(−Sq/(1 − q))/(1 − q).

The exchange of sums is allowed because the double series converges absolutely: replacing each term by its magnitude changes −S to |S|, and the same calculation gives the finite value exp(|S|q/(1 − q))/(1 − q).

In the proof, `F x` is the double array of terms, indexed by pairs (k, n). `fiber` performs the sum over n, and `outer` the exponential sum over k. `hG` establishes summability with |S|, which `hF` transfers to −S. `Equiv.prodComm` then swaps the indices, and the sum over k for fixed n is finite because C(n,k) = 0 for k > n.

```lean
/-- The generating function of the Laguerre polynomials. -/
theorem hasSum_laguerre {q : ℝ} (h0 : 0 ≤ q) (h1 : q < 1) (S : ℝ) :
    HasSum (fun n : ℕ => q ^ n * laguerre n S)
      (Real.exp (-S * (q / (1 - q))) / (1 - q)) := by
  have fiber (x : ℝ) (k : ℕ) := (hasSum_choose h0 h1 k).mul_right (x ^ k / (k ! : ℝ))
  -- the sum over k is an exponential series
  have outer (x : ℝ) : HasSum (fun k : ℕ => q ^ k / (1 - q) ^ (k + 1) * (x ^ k / (k ! : ℝ)))
      (Real.exp (x * (q / (1 - q))) / (1 - q)) := by
    have he : HasSum (fun k : ℕ => (x * (q / (1 - q))) ^ k / (k ! : ℝ))
        (Real.exp (x * (q / (1 - q)))) := by
      rw [Real.exp_eq_exp_ℝ, NormedSpace.exp_eq_tsum_div]
      exact (Real.summable_pow_div_factorial _).hasSum
    convert he.div_const (1 - q) using 1
    · rfl
    funext k
    rw [mul_pow, div_pow, pow_succ]
    simp only [div_eq_mul_inv, mul_inv]
    ring
  let F : ℝ → ℕ × ℕ → ℝ := fun x p =>
    (p.2.choose p.1 : ℝ) * q ^ p.2 * (x ^ p.1 / (p.1 ! : ℝ))
  -- absolute convergence of the double series
  have hG : Summable (F |S|) := by
    refine (summable_prod_of_nonneg (fun p => ?_)).mpr ⟨fun k => (fiber |S| k).summable, ?_⟩
    · change 0 ≤ (p.2.choose p.1 : ℝ) * q ^ p.2 * (|S| ^ p.1 / (p.1 ! : ℝ))
      positivity
    · have e : (fun k => ∑' n, F |S| (k, n)) =
          fun k : ℕ => q ^ k / (1 - q) ^ (k + 1) * (|S| ^ k / (k ! : ℝ)) :=
        funext fun k => (fiber |S| k).tsum_eq
      rw [e]
      exact (outer |S|).summable
  have hn : (fun p => ‖F (-S) p‖) = F |S| := by
    funext p
    simp only [F, norm_mul, norm_div, norm_pow, Real.norm_eq_abs, abs_neg, Nat.abs_cast,
      abs_of_nonneg h0]
  have hF : Summable (F (-S)) := Summable.of_norm (by rw [hn]; exact hG)
  have hval := (hF.hasSum.prod_fiberwise (fiber (-S))).unique (outer (-S))
  have hT := hF.hasSum
  rw [hval] at hT
  -- exchange the order of summation
  refine ((Equiv.prodComm ℕ ℕ).hasSum_iff.mpr hT).prod_fiberwise fun n => ?_
  change HasSum (fun k => F (-S) (k, n)) _
  have hs : q ^ n * laguerre n S = ∑ k ∈ range (n + 1), F (-S) (k, n) := by
    rw [laguerre, Finset.mul_sum]
    refine Finset.sum_congr rfl fun k _ => ?_
    simp only [F]
    ring
  rw [hs]
  refine hasSum_sum_of_ne_finset_zero fun k hk => ?_
  have hlt : n < k := by
    have := mt Finset.mem_range.mpr hk
    omega
  simp only [F, Nat.choose_eq_zero_of_lt hlt, Nat.cast_zero, zero_mul]
```

## The exponent N + 1/2

Multiplying by (1 − q) e^(−S/2) cancels the denominator and joins the exponents:

Σₙ (1 − q)qⁿ e^(−S/2) Lₙ(S) = e^(−S/2) e^(−SN) = exp(−S(N + 1/2)).

The 1/2 is the zero-point contribution, and N the thermal one. `HasSum` says that the series converges, independently of the order of its terms, to the stated value. The theorem holds for every real S, although only S ≥ 0 is a Huang-Rhys factor. At S = 0 it says that the thermal weights add up to 1.

```lean
/-- The series for the thermal average of `exp(-S/2) L_n(S)` converges to `exp(-S (N + 1/2))`, with
`N` the Bose occupation. -/
theorem band_narrowing {q : ℝ} (h0 : 0 ≤ q) (h1 : q < 1) (S : ℝ) :
    HasSum (fun n : ℕ => thermalWeight q n * (Real.exp (-S / 2) * laguerre n S))
      (Real.exp (-S * (bose q + 1 / 2))) := by
  have hne : 1 - q ≠ 0 := by linarith
  convert (hasSum_laguerre h0 h1 S).mul_left ((1 - q) * Real.exp (-S / 2)) using 1
  · rfl
  · funext n
    unfold thermalWeight
    ring
  · have e : -S * (bose q + 1 / 2) = -S / 2 + -S * (q / (1 - q)) := by
      unfold bose
      ring
    rw [e, Real.exp_add]
    generalize Real.exp (-S * (q / (1 - q))) = E
    generalize Real.exp (-S / 2) = D
    linear_combination (-D * E) * mul_inv_cancel₀ hne
```

The condition q < 1 is needed. At q = 1 every weight (1 − q)qⁿ is zero, so the series sums to 0, while the exponential of a real number is always positive.

With S = g², the result applies to the overlap built from the ladder operator:

Σₙ pₙ ⟨n| e^(−g²/2) e^(g a†) e^(−g a) |n⟩ = exp(−g²(N + 1/2)).

```lean
/-- The thermal average of the diagonal Franck-Condon overlap of a mode displaced by `g`. -/
theorem thermal_overlap {q : ℝ} (h0 : 0 ≤ q) (h1 : q < 1) (g : ℝ) :
    HasSum (fun n : ℕ => thermalWeight q n * diagonalOverlap g n)
      (Real.exp (-g ^ 2 * (bose q + 1 / 2))) := by
  simp only [diagonalOverlap_eq]
  exact band_narrowing h0 h1 (g ^ 2)
```

In the small-polaron picture of the Holstein model, with one independent harmonic mode per site and linear coupling, a hop displaces the modes of two sites, and the averaged hopping amplitude carries the product of two such factors, exp(−g²(2N + 1)). This is the usual band-narrowing factor. The theorems here concern the average for a single mode; they contain no electronic Hamiltonian and don't derive a band.

## Temperature dependence

For q = e^(−βω), multiplying numerator and denominator by e^(βω/2) gives

N + 1/2 = (1 + q)/(2(1 − q)) = (1/2) coth(βω/2),

so the averaged overlap is exp(−(g²/2) coth(βω/2)). Here ω is an energy, which amounts to setting ħ = 1, and β and ω are positive. The code writes coth as cosh divided by sinh; `hcoth` proves its expression in q, and the previous theorem supplies the sum.

```lean
/-- For phonon energy `ω` and inverse temperature `β`, the thermal average of the overlap is
`exp(-(g²/2) coth(βω/2))`. -/
theorem thermal_overlap_coth {β ω : ℝ} (hβ : 0 < β) (hω : 0 < ω) (g : ℝ) :
    HasSum (fun n : ℕ => thermalWeight (Real.exp (-(β * ω))) n * diagonalOverlap g n)
      (Real.exp (-(g ^ 2 / 2) * (Real.cosh (β * ω / 2) / Real.sinh (β * ω / 2)))) := by
  have hx : 0 < β * ω := mul_pos hβ hω
  have hq : Real.exp (-(β * ω)) < 1 := Real.exp_lt_one_iff.mpr (by linarith)
  have hne : 1 - Real.exp (-(β * ω)) ≠ 0 := by linarith
  have hsinh : Real.sinh (β * ω / 2) ≠ 0 := (Real.sinh_pos_iff.mpr (by linarith)).ne'
  have huv : Real.exp (β * ω / 2) * Real.exp (-(β * ω / 2)) = 1 := by
    rw [← Real.exp_add, add_neg_cancel, Real.exp_zero]
  have hvv : Real.exp (-(β * ω)) = Real.exp (-(β * ω / 2)) * Real.exp (-(β * ω / 2)) := by
    rw [← Real.exp_add]
    congr 1
    ring
  -- coth(βω/2) = (1 + q) / (1 - q)
  have hcoth : Real.cosh (β * ω / 2) / Real.sinh (β * ω / 2) =
      (1 + Real.exp (-(β * ω))) / (1 - Real.exp (-(β * ω))) := by
    rw [div_eq_div_iff hsinh hne, Real.cosh_eq, Real.sinh_eq, hvv]
    linear_combination (-Real.exp (-(β * ω / 2))) * huv
  convert thermal_overlap (Real.exp_pos _).le hq g using 2
  rw [hcoth, bose]
  generalize Real.exp (-(β * ω)) = q at hne ⊢
  linear_combination (-g ^ 2 / 2) * mul_inv_cancel₀ hne
```

At fixed ω > 0, heating the mode raises q. For 0 ≤ q < r < 1,

q/(1 − q) < r/(1 − r), because q(1 − r) < r(1 − q) reduces to q < r.

The Bose occupation therefore grows, and for g ≠ 0 the averaged overlap strictly decreases. The proof replaces both infinite sums by their closed forms, compares the occupations in `hb`, and uses that the exponential is strictly increasing.

```lean
/-- For a nonzero displacement, the thermally averaged overlap strictly decreases when the
Boltzmann factor of a phonon increases. -/
theorem overlap_decreases {q r g : ℝ} (h0 : 0 ≤ q) (hqr : q < r) (h1 : r < 1) (hg : g ≠ 0) :
    ∑' n : ℕ, thermalWeight r n * diagonalOverlap g n <
      ∑' n : ℕ, thermalWeight q n * diagonalOverlap g n := by
  rw [(thermal_overlap (h0.trans hqr.le) h1 g).tsum_eq,
    (thermal_overlap h0 (hqr.trans h1) g).tsum_eq]
  have hq : 0 < 1 - q := by linarith
  have hr : 0 < 1 - r := by linarith
  have hb : bose q < bose r := by
    unfold bose
    rw [div_lt_iff₀ hq, div_mul_eq_mul_div, lt_div_iff₀ hr]
    linarith
  have hg2 : 0 < g ^ 2 := by positivity
  apply Real.exp_lt_exp.mpr
  linarith [mul_lt_mul_of_pos_left hb hg2]

end

end SmallPolaronBandNarrowing
```

```lean
#print axioms SmallPolaronBandNarrowing.thermal_overlap
#print axioms SmallPolaronBandNarrowing.thermal_overlap_coth
#print axioms SmallPolaronBandNarrowing.overlap_decreases
```

```
'SmallPolaronBandNarrowing.thermal_overlap' depends on axioms: [propext, Classical.choice, Quot.sound]
'SmallPolaronBandNarrowing.thermal_overlap_coth' depends on axioms: [propext, Classical.choice, Quot.sound]
'SmallPolaronBandNarrowing.overlap_decreases' depends on axioms: [propext, Classical.choice, Quot.sound]
```
